# Zero modes of the long-wave force constants and neutrality of the Born charges

## The result

Take $N \ge 1$ atoms $I$ and Cartesian directions $a$, with displacements $u_{Ia}$ collected in $u \in \mathbb{R}^{3N}$. Let $\Phi$ be a real $3N \times 3N$ matrix with $u^T\Phi u \ge 0$ for all $u$, whose kernel consists exactly of the uniform translations $(Tt)_{Ia} = t_a$, $t \in \mathbb{R}^3$. Let $Z_I$ be real $3\times 3$ matrices, $q \in \mathbb{R}^3$, $c > 0$, and set

$$z_{Ia} = (Z_I^T q)_a = \sum_b Z_{I,ba}\, q_b, \qquad w = \sum_I Z_I^T q .$$

Then

$$\dim\ker(\Phi + c\,zz^T) = \begin{cases} 3, & w = 0,\\ 2, & w \ne 0.\end{cases}$$

The count is the same for $D = M^{-1/2}(\Phi + c\,zz^T)M^{-1/2}$, where $M$ is diagonal with positive masses $M_I$. With any prefactor $c(q) > 0$, three zero modes for every $q \neq 0$ occur exactly when $\sum_I Z_I = 0$.

## Where a code relies on it

For a polar insulator in the harmonic approximation, a phonon code builds the zone-centre force constants along a direction $q$ as an analytic part $\Phi$ plus the rank-one term $c\,zz^T$. Here $Z_I$ is the Born effective charge tensor in units of the elementary charge $e$, and in Gaussian units $c = 4\pi e^2/(\Omega\, q^T\epsilon^\infty q)$, with $\Omega$ the cell volume and $\epsilon^\infty$ the electronic dielectric tensor. The code weights by masses, diagonalises, and expects three vanishing acoustic frequencies.

Computed tensors carry a residual $S = \sum_I Z_I$ from finite basis sets and Brillouin-zone sampling. If the translational sum rule is imposed on $\Phi$ alone, and $\Phi$ is then nonnegative with no zero modes besides the translations, only two zero modes remain along every $q$ with $S^Tq \ne 0$. One simple remedy replaces $Z_I$ by $Z_I - S/N$, which sums to zero. A single direction is an incomplete test, since a singular $S \neq 0$ has $S^Tq = 0$ for some $q \ne 0$.

## Derivation

1. The overlap of $z$ with a translation is
$$z\cdot Tt = \sum_{I,a}(Z_I^Tq)_a t_a = \sum_a \Big(\sum_I (Z_I^Tq)_a\Big) t_a = w\cdot t .$$
2. Write $A = \Phi + c\,zz^T$. Since $(zz^Tu)_{Ia} = z_{Ia}(z\cdot u)$, one has $Au = \Phi u + c\,(z\cdot u)\,z$.
3. If $Au = 0$, the dot product with $u$ gives $u^T\Phi u + c\,(z\cdot u)^2 = 0$. The first term is nonnegative, so $c\,(z\cdot u)^2 \le 0$; it is also nonnegative, hence zero, and $c>0$ gives $z\cdot u = 0$. Step 2 then reduces to $\Phi u = 0$. Conversely $\Phi u = 0$ and $z\cdot u = 0$ give $Au = 0$.
4. $\Phi u = 0$ means $u = Tt$ for some $t$, and by step 1 the condition $z\cdot u = 0$ reads $w\cdot t = 0$. So $\ker A = \{Tt : w\cdot t = 0\}$.
5. With at least one atom, $t$ can be read off $Tt$, so $T$ is injective and $\dim\ker A = \dim\{t : w\cdot t=0\}$. For $w = 0$ this is all of $\mathbb{R}^3$. For $w\neq0$ the map $t\mapsto w\cdot t$ reaches every real $r$ at $t = r\,w/(w\cdot w)$, so it has rank 1 and nullity 2.
6. $M^{-1/2}$ is invertible, so $D$ and $A$ have equal rank and, acting on the same space, equal nullity.
7. By linearity $w = S^Tq$. If $S = 0$, then $w=0$ for all $q$. If the count is 3 for all $q\ne0$, take $q$ the unit vector along $a$: then $0 = w_b = S_{ab}$ for all $a,b$.

Steps 1 and 2 with $\Phi Tt = 0$ also give $(Tt)^TA\,(Tt) = c\,(w\cdot t)^2$. For $t \ne 0$ the vector $Tt$ has squared norm $N|t|^2$, so the value for the normalised displacement is $c\,(w\cdot t)^2/(N|t|^2)$.

## The file

In Lean 4 with Mathlib:

```lean
import Mathlib

open Matrix Module

namespace BornChargeNeutrality

noncomputable section

variable {ι κ : Type*} [Fintype ι] [Fintype κ]

/-- The uniform translation: every atom is displaced by the same vector `t`. -/
def translation (ι : Type*) {κ : Type*} : (κ → ℝ) →ₗ[ℝ] (ι × κ → ℝ) where
  toFun t := fun p => t p.2
  map_add' _ _ := rfl
  map_smul' _ _ := rfl

/-- The vector `z` whose block on atom `I` is `Z_Iᵀ q`, with `Z_I` the Born charge tensor. -/
def modeCharge (Z : ι → Matrix κ κ ℝ) (q : κ → ℝ) : ι × κ → ℝ :=
  fun p => ((Z p.1)ᵀ *ᵥ q) p.2

/-- The net Born charge along `q`, the sum over atoms of `Z_Iᵀ q`. -/
def netCharge (Z : ι → Matrix κ κ ℝ) (q : κ → ℝ) : κ → ℝ := ∑ I, (Z I)ᵀ *ᵥ q

/-- Force constants with the non-analytic term along `q`: `Φ + c z zᵀ`. -/
def longWave (Φ : Matrix (ι × κ) (ι × κ) ℝ) (c : ℝ) (Z : ι → Matrix κ κ ℝ) (q : κ → ℝ) :
    Matrix (ι × κ) (ι × κ) ℝ :=
  Φ + c • vecMulVec (modeCharge Z q) (modeCharge Z q)

/-- The zero modes of a matrix: the displacements it sends to zero. -/
def zeroModes (A : Matrix (ι × κ) (ι × κ) ℝ) : Submodule ℝ (ι × κ → ℝ) :=
  LinearMap.ker A.mulVecLin

/-- The linear functional `t ↦ w · t` on Cartesian vectors. -/
def dotWith (w : κ → ℝ) : (κ → ℝ) →ₗ[ℝ] ℝ where
  toFun t := w ⬝ᵥ t
  map_add' := dotProduct_add w
  map_smul' a t := by simp [dotProduct_smul]

/-- The mass-weighted dynamical matrix `M^(-1/2) A M^(-1/2)` for atomic masses `M`. -/
def dynamical [DecidableEq ι] [DecidableEq κ] (M : ι → ℝ) (A : Matrix (ι × κ) (ι × κ) ℝ) :
    Matrix (ι × κ) (ι × κ) ℝ :=
  diagonal (fun p : ι × κ => (Real.sqrt (M p.1))⁻¹) * A *
    diagonal (fun p : ι × κ => (Real.sqrt (M p.1))⁻¹)

/-- Force constants of two atoms joined by an isotropic unit spring. -/
def dimer : Matrix (Fin 2 × Fin 3) (Fin 2 × Fin 3) ℝ :=
  Matrix.of fun p r => if p.2 = r.2 then (if p.1 = r.1 then 1 else -1) else 0

/-- The overlap of `z` with a uniform translation by `t` is the net charge dotted with `t`. -/
theorem modeCharge_dot_translation (Z : ι → Matrix κ κ ℝ) (q t : κ → ℝ) :
    modeCharge Z q ⬝ᵥ translation ι t = netCharge Z q ⬝ᵥ t := by
  change ∑ p : ι × κ, ((Z p.1)ᵀ *ᵥ q) p.2 * t p.2 = ∑ a, (∑ I, (Z I)ᵀ *ᵥ q) a * t a
  rw [Fintype.sum_prod_type, Finset.sum_comm]
  refine Finset.sum_congr rfl fun a _ => ?_
  rw [Finset.sum_apply, Finset.sum_mul]

/-- The long-wave matrix acts on a displacement `u` as `Φ u + c (z · u) z`. -/
theorem longWave_mulVec (Φ : Matrix (ι × κ) (ι × κ) ℝ) (c : ℝ) (Z : ι → Matrix κ κ ℝ)
    (q : κ → ℝ) (u : ι × κ → ℝ) :
    longWave Φ c Z q *ᵥ u = Φ *ᵥ u + (c * (modeCharge Z q ⬝ᵥ u)) • modeCharge Z q := by
  ext p
  simp only [longWave, Matrix.mulVec, dotProduct, Matrix.add_apply, Matrix.smul_apply,
    vecMulVec_apply, Pi.add_apply, Pi.smul_apply, smul_eq_mul, add_mul,
    Finset.sum_add_distrib, Finset.mul_sum, Finset.sum_mul]
  congr 1
  exact Finset.sum_congr rfl fun r _ => by ring

/-- If `Φ` annihilates the translations, the quadratic form of the long-wave matrix on a
translation by `t` is `c` times the square of the net charge dotted with `t`. -/
theorem translation_energy (Φ : Matrix (ι × κ) (ι × κ) ℝ)
    (hasr : LinearMap.range (translation ι) ≤ zeroModes Φ) (c : ℝ) (Z : ι → Matrix κ κ ℝ)
    (q t : κ → ℝ) :
    translation ι t ⬝ᵥ longWave Φ c Z q *ᵥ translation ι t = c * (netCharge Z q ⬝ᵥ t) ^ 2 := by
  have h0 : Φ *ᵥ translation ι t = 0 := hasr ⟨t, rfl⟩
  rw [longWave_mulVec, h0, zero_add, dotProduct_smul, dotProduct_comm (translation ι t),
    modeCharge_dot_translation, smul_eq_mul]
  ring

/-- For `Φ` with nonnegative quadratic form and `c > 0`, the zero modes of `Φ + c z zᵀ` are the
zero modes of `Φ` orthogonal to `z`. -/
theorem mem_zeroModes_longWave (Φ : Matrix (ι × κ) (ι × κ) ℝ) (hΦ : ∀ u, 0 ≤ u ⬝ᵥ Φ *ᵥ u)
    {c : ℝ} (hc : 0 < c) (Z : ι → Matrix κ κ ℝ) (q : κ → ℝ) (u : ι × κ → ℝ) :
    u ∈ zeroModes (longWave Φ c Z q) ↔ u ∈ zeroModes Φ ∧ modeCharge Z q ⬝ᵥ u = 0 := by
  change longWave Φ c Z q *ᵥ u = 0 ↔ Φ *ᵥ u = 0 ∧ _
  rw [longWave_mulVec]
  constructor
  · intro h
    -- the energy is a sum of two nonnegative terms, so both vanish
    have h1 := congrArg (fun v => u ⬝ᵥ v) h
    simp only [dotProduct_add, dotProduct_smul, dotProduct_zero, smul_eq_mul] at h1
    rw [dotProduct_comm u (modeCharge Z q)] at h1
    have h2 : c * (modeCharge Z q ⬝ᵥ u * modeCharge Z q ⬝ᵥ u) = 0 :=
      le_antisymm (by linarith [hΦ u]) (mul_nonneg hc.le (mul_self_nonneg _))
    have h3 : modeCharge Z q ⬝ᵥ u = 0 :=
      mul_self_eq_zero.mp ((mul_eq_zero.mp h2).resolve_left hc.ne')
    rw [h3, mul_zero, zero_smul, add_zero] at h
    exact ⟨h, h3⟩
  · rintro ⟨h1, h2⟩
    rw [h1, h2, mul_zero, zero_smul, add_zero]

/-- For `c > 0` and `Φ` with nonnegative quadratic form whose zero modes are exactly the
translations, the zero modes of `Φ + c z zᵀ` are the
translations by vectors orthogonal to the net charge. -/
theorem zeroModes_longWave (Φ : Matrix (ι × κ) (ι × κ) ℝ) (hΦ : ∀ u, 0 ≤ u ⬝ᵥ Φ *ᵥ u)
    (hker : zeroModes Φ = LinearMap.range (translation ι)) {c : ℝ} (hc : 0 < c)
    (Z : ι → Matrix κ κ ℝ) (q : κ → ℝ) :
    zeroModes (longWave Φ c Z q) =
      (LinearMap.ker (dotWith (netCharge Z q))).map (translation ι) := by
  ext u
  rw [mem_zeroModes_longWave Φ hΦ hc, hker]
  constructor
  · rintro ⟨⟨t, rfl⟩, h⟩
    rw [modeCharge_dot_translation] at h
    exact ⟨t, h, rfl⟩
  · rintro ⟨t, h, rfl⟩
    refine ⟨⟨t, rfl⟩, ?_⟩
    rw [modeCharge_dot_translation]
    exact h

/-- Let `c > 0` and let `Φ` have nonnegative quadratic form and exactly the translations as
zero modes. In `d` Cartesian dimensions with at least one atom, `Φ + c z zᵀ` has `d` zero modes if the
net charge along `q` vanishes and one fewer if it does not. -/
theorem finrank_zeroModes_general [Nonempty ι] (Φ : Matrix (ι × κ) (ι × κ) ℝ)
    (hΦ : ∀ u, 0 ≤ u ⬝ᵥ Φ *ᵥ u) (hker : zeroModes Φ = LinearMap.range (translation ι))
    {c : ℝ} (hc : 0 < c) (Z : ι → Matrix κ κ ℝ) (q : κ → ℝ) :
    (netCharge Z q = 0 → finrank ℝ (zeroModes (longWave Φ c Z q)) = Fintype.card κ) ∧
    (netCharge Z q ≠ 0 → finrank ℝ (zeroModes (longWave Φ c Z q)) + 1 = Fintype.card κ) := by
  have hinj : Function.Injective (translation ι : (κ → ℝ) →ₗ[ℝ] (ι × κ → ℝ)) :=
    fun s t h => funext fun a => congrFun h (Classical.arbitrary ι, a)
  rw [zeroModes_longWave Φ hΦ hker hc,
    ← (Submodule.equivMapOfInjective _ hinj _).finrank_eq]
  generalize netCharge Z q = w
  constructor
  · rintro rfl
    have h : LinearMap.ker (dotWith (0 : κ → ℝ)) = ⊤ :=
      eq_top_iff.mpr fun t _ => zero_dotProduct t
    rw [h]
    simp
  · intro hw
    -- rank-nullity for the surjective functional `t ↦ w · t`
    have hww : w ⬝ᵥ w ≠ 0 := fun h => hw (dotProduct_self_eq_zero.mp h)
    have hr : LinearMap.range (dotWith w) = ⊤ := by
      refine eq_top_iff.mpr fun r _ => ⟨(r / (w ⬝ᵥ w)) • w, ?_⟩
      change w ⬝ᵥ (r / (w ⬝ᵥ w)) • w = r
      rw [dotProduct_smul, smul_eq_mul, div_mul_cancel₀ _ hww]
    have h := LinearMap.finrank_range_add_finrank_ker (dotWith w)
    rw [hr, finrank_top, finrank_self, finrank_fintype_fun_eq_card] at h
    omega

/-- Let there be at least one atom, let `c > 0`, and let `Φ` have nonnegative quadratic form
and exactly the translations as zero modes. In three dimensions the kernel of `Φ + c z zᵀ` has dimension 3 if the net charge along `q`
vanishes and dimension 2 otherwise. -/
theorem finrank_zeroModes [Nonempty ι] (Φ : Matrix (ι × Fin 3) (ι × Fin 3) ℝ)
    (hΦ : ∀ u, 0 ≤ u ⬝ᵥ Φ *ᵥ u) (hker : zeroModes Φ = LinearMap.range (translation ι))
    {c : ℝ} (hc : 0 < c) (Z : ι → Matrix (Fin 3) (Fin 3) ℝ) (q : Fin 3 → ℝ) :
    finrank ℝ (zeroModes (longWave Φ c Z q)) = if netCharge Z q = 0 then 3 else 2 := by
  obtain ⟨h1, h2⟩ := finrank_zeroModes_general Φ hΦ hker hc Z q
  rw [Fintype.card_fin] at h1 h2
  split_ifs with h
  · exact h1 h
  · have := h2 h
    omega

/-- Let there be at least one atom, let `c > 0`, and let `Φ` have nonnegative quadratic form
and exactly the translations as zero modes. For positive masses the mass-weighted long-wave matrix has 3 zero modes if the net charge
along `q` vanishes and 2 otherwise. -/
theorem finrank_zeroModes_dynamical [Nonempty ι] [DecidableEq ι]
    (Φ : Matrix (ι × Fin 3) (ι × Fin 3) ℝ) (hΦ : ∀ u, 0 ≤ u ⬝ᵥ Φ *ᵥ u)
    (hker : zeroModes Φ = LinearMap.range (translation ι)) {c : ℝ} (hc : 0 < c)
    (Z : ι → Matrix (Fin 3) (Fin 3) ℝ) (q : Fin 3 → ℝ) (M : ι → ℝ) (hM : ∀ I, 0 < M I) :
    finrank ℝ (zeroModes (dynamical M (longWave Φ c Z q))) =
      if netCharge Z q = 0 then 3 else 2 := by
  rw [← finrank_zeroModes Φ hΦ hker hc Z q]
  generalize longWave Φ c Z q = A
  have hd : IsUnit (diagonal (fun p : ι × Fin 3 => (Real.sqrt (M p.1))⁻¹)).det := by
    rw [det_diagonal, isUnit_iff_ne_zero]
    exact Finset.prod_ne_zero_iff.mpr fun p _ => inv_ne_zero (Real.sqrt_pos.mpr (hM p.1)).ne'
  -- invertible mass weighting preserves the rank
  have hr : (dynamical M A).rank = A.rank := by
    rw [dynamical, rank_mul_eq_left_of_isUnit_det _ _ hd, rank_mul_eq_right_of_isUnit_det _ _ hd]
  have h1 := LinearMap.finrank_range_add_finrank_ker (dynamical M A).mulVecLin
  have h2 := LinearMap.finrank_range_add_finrank_ker A.mulVecLin
  unfold Matrix.rank at hr
  unfold zeroModes
  omega

/-- Let there be at least one atom and let `Φ` have nonnegative quadratic form and exactly the
translations as zero modes. With a prefactor `c q` positive for `q ≠ 0`, the long-wave matrix has three zero modes for every
direction `q ≠ 0` exactly when the Born charge tensors sum to zero. -/
theorem three_zeroModes_iff_neutral [Nonempty ι] (Φ : Matrix (ι × Fin 3) (ι × Fin 3) ℝ)
    (hΦ : ∀ u, 0 ≤ u ⬝ᵥ Φ *ᵥ u) (hker : zeroModes Φ = LinearMap.range (translation ι))
    (c : (Fin 3 → ℝ) → ℝ) (hc : ∀ q, q ≠ 0 → 0 < c q) (Z : ι → Matrix (Fin 3) (Fin 3) ℝ) :
    (∀ q, q ≠ 0 → finrank ℝ (zeroModes (longWave Φ (c q) Z q)) = 3) ↔ ∑ I, Z I = 0 := by
  have hn : ∀ q, netCharge Z q = (∑ I, Z I)ᵀ *ᵥ q := fun q => by
    rw [netCharge, Matrix.transpose_sum, Matrix.sum_mulVec]
  generalize ∑ I, Z I = S at hn ⊢
  constructor
  · intro h
    ext a b
    have hq : (Pi.single a 1 : Fin 3 → ℝ) ≠ 0 := fun h0 => by simpa using congrFun h0 a
    have h3 := h _ hq
    rw [finrank_zeroModes Φ hΦ hker (hc _ hq), hn] at h3
    split_ifs at h3 with h0
    · have h4 : ∑ j, S j b * (Pi.single a 1 : Fin 3 → ℝ) j = 0 := congrFun h0 b
      simpa [Pi.single_apply] using h4
    all_goals omega
  · rintro rfl q hq
    rw [finrank_zeroModes Φ hΦ hker (hc q hq), hn]
    simp

/-- The spring dimer has a nonnegative quadratic form and its zero modes are the translations. -/
theorem dimer_witness :
    (∀ u, 0 ≤ u ⬝ᵥ dimer *ᵥ u) ∧ zeroModes dimer = LinearMap.range (translation (Fin 2)) := by
  have h0 : ∀ u a, (dimer *ᵥ u) (0, a) = u (0, a) - u (1, a) := fun u a => by
    simp [dimer, Matrix.mulVec, dotProduct, Fintype.sum_prod_type, Fin.sum_univ_two]
    ring
  have h1 : ∀ u a, (dimer *ᵥ u) (1, a) = u (1, a) - u (0, a) := fun u a => by
    simp [dimer, Matrix.mulVec, dotProduct, Fintype.sum_prod_type, Fin.sum_univ_two]
    ring
  have hI : ∀ I : Fin 2, I = 0 ∨ I = 1 := by decide
  constructor
  · intro u
    simp only [dotProduct, Fintype.sum_prod_type, Fin.sum_univ_two, h0, h1]
    rw [← Finset.sum_add_distrib]
    exact Finset.sum_nonneg fun a _ => by nlinarith [sq_nonneg (u (0, a) - u (1, a))]
  · ext u
    change dimer *ᵥ u = 0 ↔ _
    constructor
    · intro h
      refine ⟨fun a => u (0, a), funext fun ⟨I, a⟩ => ?_⟩
      change u (0, a) = u (I, a)
      rcases hI I with rfl | rfl
      · rfl
      · exact sub_eq_zero.mp ((h0 u a).symm.trans (congrFun h (0, a)))
    · rintro ⟨t, rfl⟩
      funext ⟨I, a⟩
      rcases hI I with rfl | rfl
      · exact (h0 _ a).trans (sub_self (t a))
      · exact (h1 _ a).trans (sub_self (t a))

end

end BornChargeNeutrality
```

```lean
#print axioms BornChargeNeutrality.translation_energy
#print axioms BornChargeNeutrality.finrank_zeroModes_dynamical
#print axioms BornChargeNeutrality.three_zeroModes_iff_neutral
```

```
'BornChargeNeutrality.translation_energy' depends on axioms: [propext, Classical.choice, Quot.sound]
'BornChargeNeutrality.finrank_zeroModes_dynamical' depends on axioms: [propext, Classical.choice, Quot.sound]
'BornChargeNeutrality.three_zeroModes_iff_neutral' depends on axioms: [propext, Classical.choice, Quot.sound]
```

## Reading the statements

Atoms form a finite type `ι`, directions a finite type `κ`, and a displacement is a function `ι × κ → ℝ`, with $u_{Ia}$ written `u (I, a)`. For `Fin 3` the directions are numbered 0, 1, 2. The definitions `translation ι`, `modeCharge`, `netCharge`, `longWave` and `dynamical` are $T$, $z$, $w$, $A$ and the mass weighting, `zeroModes` is the kernel, and `dotWith w` is $t\mapsto w\cdot t$. The transpose in `modeCharge` fixes the convention: the first index of $Z_I$ is contracted with $q$, the second is the displacement direction.

The hypothesis `hΦ` is $u^T\Phi u\ge0$, with no symmetry assumed; `hker` equates the kernel of $\Phi$ with the range of $T$; `hc` is $c>0$; `[Nonempty ι]` is $N\ge1$. The main count is `finrank_zeroModes`, which allows any $q$, including $q=0$, where $w=0$. For one atom `hker` forces $\Phi=0$, and $c\,zz^T$ has nullity 3 or 2 as stated. In $d$ directions, `finrank_zeroModes_general` gives $d$ zero modes, or a number that equals $d$ after adding one.

## The proof, step by step

`modeCharge_dot_translation` is step 1: split the sum over pairs and swap with `Finset.sum_comm`. `longWave_mulVec` is step 2, entry by entry. In `mem_zeroModes_longWave`, `h1` is the dot product with $u$, `h2` squeezes $c\,(z\cdot u)^2$ to zero, and `h3` is $z\cdot u=0$, as in step 3. `zeroModes_longWave` is step 4. For step 5, `hinj` evaluates at an arbitrary atom, `Submodule.equivMapOfInjective` transports the dimension, `hr` is the surjectivity, and `LinearMap.finrank_range_add_finrank_ker` is rank-nullity. `finrank_zeroModes_dynamical` follows step 6 through the nonzero determinant `hd`, and `three_zeroModes_iff_neutral` follows step 7 with `Pi.single a 1` as the unit vector. `translation_energy` gives the quadratic form $(Tt)^TA\,(Tt)$, which is twice the harmonic energy; it needs only that $\Phi$ annihilates translations and holds for any real $c$.

`dimer_witness` verifies `hΦ` and `hker` for two atoms with $(\Phi u)_{0a} = u_{0a}-u_{1a} = -(\Phi u)_{1a}$, where $u^T\Phi u = \sum_a (u_{0a}-u_{1a})^2$. The spring is isotropic, so transverse relative motion also costs energy.

## Scope for a code

The theorems count exact zero modes of a finite real matrix. The rank-one form of the non-analytic term is a definition, $c$ is a free positive number with no link to $\epsilon^\infty$, and no limit $q\to0$ is taken. Neutrality of the Born charges is shown equivalent to a mode count; it is not derived from the electronic problem.

Both conditions on $\Phi$ are assumed. A structure with an unstable zone-centre mode violates `hΦ`, and additional soft modes at zero frequency, such as the rotations of an isolated molecule, violate `hker`. A computed $\Phi$ annihilates the translations only approximately, or up to rounding once the sum rule is imposed, and no tolerance is proved.

Frequencies do not occur in the file, so the following reading is unverified commentary. For symmetric $\Phi$, $D$ is symmetric positive semidefinite and its eigenvalues are the squared frequencies, so a drop in nullity from 3 to 2 means one more strictly positive frequency. The translation along $w$ need not be an eigenvector, so $c\,(w\cdot t)^2$ does not give that frequency directly.

An alternative model would assume Mathlib's `Matrix.PosSemidef` for $\Phi$, which adds symmetry to `hΦ`. The count would then be a special case of the present one, and the spectral theorem would be available for phrasing the conclusion as a multiplicity of the eigenvalue zero of $D$.
